# A normalised three-level state and two derivative vectors with Berry curvature −2 and quantum-metric determinant 2

The lemma `three_level_strict` takes the unit vector ψ = (1, 0, 0) in ℂ³, with v = (0, 1, 0) and w = (0, i, 1) in the role of its derivatives along two parameters. From the quantum geometric tensor ⟨v,w⟩ − ⟨v,ψ⟩⟨ψ,w⟩, it takes the real part as the metric and minus twice the imaginary part as the Berry curvature. It states that ψ has norm 1, that the Berry curvature for v and w is −2, and that the determinant of the 2 × 2 metric is 2. The vectors are simply given, with no Hamiltonian or parametrised family of states behind them, and w is not normalised, its squared norm being 2. The proof treats the three claims separately by direct calculation, and for the determinant it first writes the inner products in components through an auxiliary identity `hin`.

An attempt in Lean 4 with a fault in it:

```lean
import Mathlib

open scoped InnerProductSpace ComplexConjugate

namespace QuantumGeometricTensor

noncomputable section

variable {E : Type*} [NormedAddCommGroup E] [InnerProductSpace ℂ E]

/-- The quantum geometric tensor `⟨v,w⟩ - ⟨v,ψ⟩⟨ψ,w⟩` of the state `ψ` for the
parameter derivatives `v` and `w`. -/
def geomTensor (ψ v w : E) : ℂ := inner ℂ v w - inner ℂ v ψ * inner ℂ ψ w

/-- The quantum metric, the real part of the geometric tensor. -/
def metric (ψ v w : E) : ℝ := (geomTensor ψ v w).re

/-- The Berry curvature, minus twice the imaginary part of the geometric tensor. -/
def berryCurvature (ψ v w : E) : ℝ := -2 * (geomTensor ψ v w).im

/-- A three-level state with derivatives for which the Berry curvature is `-2` and the metric
determinant is `2`. -/
theorem three_level_strict :
    let ψ : EuclideanSpace ℂ (Fin 3) := !₂[1, 0, 0]
    let v : EuclideanSpace ℂ (Fin 3) := !₂[0, 1, 0]
    let w : EuclideanSpace ℂ (Fin 3) := !₂[0, Complex.I, 1]
    ‖ψ‖ = 1 ∧ berryCurvature ψ v w = -2 ∧
      metric ψ v v * metric ψ w w - metric ψ v w ^ 2 = 2 := by
  refine ⟨?_, ?_, ?_⟩
  · simp [EuclideanSpace.norm_eq, Fin.sum_univ_three]
  · simp [berryCurvature, geomTensor, PiLp.inner_apply, Fin.sum_univ_three]
  · -- write all inner products in components before evaluating
    have hin : ∀ x y : EuclideanSpace ℂ (Fin 3), inner ℂ x y =
        y 0 * conj (x 0) + y 1 * conj (x 1) + y 2 * conj (x 2) := by
      intro x y
      simp only [PiLp.inner_apply, Fin.sum_univ_three, RCLike.inner_apply]
    simp only [metric, geomTensor, hin]
    simp

end

end QuantumGeometricTensor
```

Lean reports:

```
Main.lean:32:2: error: unsolved goals
case refine_3
hin :
  ∀ (x y : EuclideanSpace ℂ (Fin 3)),
    ⟪x, y⟫_ℂ =
      y.ofLp 0 * (starRingEnd ((fun x => ℂ) 0)) (x.ofLp 0) + y.ofLp 1 * (starRingEnd ((fun x => ℂ) 1)) (x.ofLp 1) +
        y.ofLp 2 * (starRingEnd ((fun x => ℂ) 2)) (x.ofLp 2)
⊢ 1 + 1 = 2
```

The single error, `unsolved goals`, is reported at the third bullet, the one for the metric determinant. It means that the tactics there ran without failing but left something unproved, and what remains is `1 + 1 = 2`. The physics has thus been worked out correctly, and only a sum of numerals is missing.

The values of `metric` are real, so this is an equation in ℝ. The final `simp` evaluates the components and simplifies the determinant to `1 + 1`, but its default rules do not add these real numerals to give `2`, so it stops there. The hypothesis `hin` is still listed in the message, but it has already done its work and is not the obstacle.

The diff adds `norm_num` after `simp`. This tactic evaluates numerical expressions in ℝ, so it reduces `1 + 1` to `2` and closes the goal.

The mended proof, as a diff:

```diff
@@ -37,4 +37,5 @@
     simp only [metric, geomTensor, hin]
     simp
+    norm_num
 
 end
```
